# Central pair forces between electrons cancel in the acceleration dipole of an atom

An energy is taken here as a real function of the whole configuration, and the gradient belonging to electron $i$ comes from freezing the other electrons and differentiating in the one position left free. Singular configurations, with an electron on the nucleus or two electrons together, stay in the domain of the function; the theorems exclude them by hypothesis where necessary.

```lean
import Mathlib

open scoped InnerProductSpace

namespace AccelerationDipole

noncomputable section
```

Positions are vectors $r_i$ in Euclidean 3-space, and a configuration $r$ of $N$ electrons is a function from `Fin N` to that space, so $i$ runs from $0$ to $N-1$.

```lean
/-- Physical space. -/
abbrev Space := EuclideanSpace ℝ (Fin 3)

/-- The positions of `N` electrons. -/
abbrev Config (N : ℕ) := Fin N → Space
```

Write $\nabla_i F(r)$ for the gradient of an energy $F$ in the position of electron $i$. `Function.update r i x` is the configuration $r$ with $r_i$ replaced by $x$.

```lean
variable {N : ℕ}

/-- The gradient of an energy `F` in the position of electron `i`, the others held fixed. -/
def electronGradient (F : Config N → ℝ) (r : Config N) (i : Fin N) : Space :=
  gradient (fun x => F (Function.update r i x)) (r i)
```

The total gradient is $G_F(r)=\sum_i\nabla_iF(r)$, which is minus the total force.

```lean
/-- The sum of the gradients over all electrons. -/
def totalGradient (F : Config N → ℝ) (r : Config N) : Space :=
  ∑ i, electronGradient F r i
```

The pair energy is $W(r)=\sum_{i<j}w(\lVert r_i-r_j\rVert)$, with the same function $w$ for every pair. Coulomb repulsion in atomic units is $w(s)=1/s$.

```lean
/-- The pair energy: the sum over `i < j` of `w` at the distance of electrons `i` and `j`. -/
def pairEnergy (w : ℝ → ℝ) (r : Config N) : ℝ :=
  ∑ i, ∑ j ∈ Finset.Ioi i, w ‖r i - r j‖
```

A nucleus of charge $Z$, fixed at the origin, gives the potential $V(r)=-Z\sum_i 1/\lVert r_i\rVert+W(r)$.

```lean
/-- The attraction to a nucleus of charge `Z` at the origin plus the pair energy. -/
def atomicPotential (Z : ℝ) (w : ℝ → ℝ) (r : Config N) : ℝ :=
  -Z * ∑ i, ‖r i‖⁻¹ + pairEnergy w r
```

The acceleration dipole is the vector $A(r)=Z\sum_i r_i/\lVert r_i\rVert^3$.

```lean
/-- The acceleration form of the dipole: `Z` times the sum of `r_i / ‖r_i‖³`. -/
def accelerationDipole (Z : ℝ) (r : Config N) : Space :=
  Z • ∑ i, (‖r i‖ ^ 3)⁻¹ • r i
```

For a vector $a$, the total momentum paired with $a$ (its component along $a$ when $a$ is a unit vector) is $P_a\psi(r)=-i\,D\psi(r)(a,\dots,a)$ with $\hbar=1$ and $i$ the imaginary unit. Here $D$ is the derivative on configuration space, evaluated on the displacement that moves every electron by $a$.

```lean
/-- The total momentum operator paired with the vector `a`, with `ħ = 1`. For a unit vector this is
the component along `a`. -/
def totalMomentum (a : Space) (ψ : Config N → ℂ) (r : Config N) : ℂ :=
  -Complex.I * fderiv ℝ ψ r (fun _ => a)
```

## (a) The total gradient as a directional derivative

Let $F$ be differentiable at $r$. Show that
$$\langle G_F(r),a\rangle=DF(r)(a,\dots,a).$$

**Solution.** Let $e_i(a)$ be the displacement that moves electron $i$ by $a$ and leaves the others in place. The map that puts $x$ in position $i$ of $r$ is affine with linear part $e_i$, so the chain rule gives $\langle\nabla_iF(r),a\rangle=DF(r)(e_i(a))$. This is `key` in the code. Summing over $i$ and using linearity, together with $\sum_ie_i(a)=(a,\dots,a)$, gives the claim.

```lean
/-- Where the energy is differentiable, the total gradient paired with `a` is its derivative when
all electrons are displaced together along `a`. -/
theorem inner_totalGradient {F : Config N → ℝ} {r : Config N}
    (hF : DifferentiableAt ℝ F r) (a : Space) :
    inner ℝ (totalGradient F r) a = fderiv ℝ F r (fun _ => a) := by
  -- one electron at a time, by the chain rule
  have key : ∀ i, inner ℝ (electronGradient F r i) a
      = fderiv ℝ F r (Pi.single i a) := by
    intro i
    have hu : HasFDerivAt (fun x => Function.update r i x)
        (ContinuousLinearMap.single ℝ (fun _ : Fin N => Space) i) (r i) := by
      have h := ((ContinuousLinearMap.single ℝ (fun _ : Fin N => Space) i).hasFDerivAt
        (x := r i)).const_add (r - Pi.single i (r i))
      refine h.congr_of_eventuallyEq (Filter.Eventually.of_forall fun x => ?_)
      funext j
      change Function.update r i x j = r j - (Pi.single i (r i) : Config N) j
        + (Pi.single i x : Config N) j
      rcases eq_or_ne j i with rfl | hj
      · simp
      · simp [hj]
    have hF' : HasFDerivAt F (fderiv ℝ F r) (Function.update r i (r i)) := by
      rw [Function.update_eq_self]
      exact hF.hasFDerivAt
    have hc : HasFDerivAt (fun x => F (Function.update r i x))
        ((fderiv ℝ F r).comp (ContinuousLinearMap.single ℝ (fun _ : Fin N => Space) i))
        (r i) := hF'.comp (r i) hu
    rw [electronGradient, gradient, InnerProductSpace.toDual_symm_apply, hc.fderiv]
    rfl
  rw [totalGradient, sum_inner, Finset.sum_congr rfl fun i _ => key i, ← map_sum]
  exact congrArg _ (Finset.univ_sum_single (fun _ : Fin N => a))
```

## (b) The energy along a rigid shift

Write $r+sa$ for the configuration with positions $r_i+sa$. If $F$ is differentiable at $r+ta$, show that
$$\frac{d}{ds}F(r+sa)\Big|_{s=t}=\langle G_F(r+ta),a\rangle.$$

**Solution.** The path $s\mapsto r+sa$ has velocity $(a,\dots,a)$, which is `h1`. The chain rule gives the derivative $DF(r+ta)(a,\dots,a)$, and (a) rewrites it as the inner product.

```lean
/-- Along the rigid shift `r + s a`, an energy differentiable at `s = t` changes there at the rate
given by the inner product of the total gradient with `a`. -/
theorem hasDerivAt_rigidShift {F : Config N → ℝ} (r : Config N) (a : Space) (t : ℝ)
    (hF : DifferentiableAt ℝ F (fun i => r i + t • a)) :
    HasDerivAt (fun s : ℝ => F (fun i => r i + s • a))
      (inner ℝ (totalGradient F (fun i => r i + t • a)) a) t := by
  have h1 : HasDerivAt (fun s : ℝ => (fun i => r i + s • a : Config N)) (fun _ => a) t := by
    refine hasDerivAt_pi.2 fun i => ?_
    have h := ((hasDerivAt_id t).smul_const a).const_add (r i)
    rw [one_smul] at h
    exact h
  rw [inner_totalGradient hF]
  exact hF.hasFDerivAt.comp_hasDerivAt t h1
```

## (c) Invariance implies zero total force

Let $F$ be differentiable at $r$, with $F(r+a)=F(r)$ for every $a$. Show that
$$G_F(r)=0.$$

**Solution.** The function $s\mapsto F(r+sa)$ is constant, so its derivative at $0$ vanishes. By (b) with $t=0$ that derivative is $\langle G_F(r),a\rangle$. The choice $a=G_F(r)$ gives $\lVert G_F(r)\rVert^2=0$. In Lean, `h.unique hc` equates the two derivatives, and `ext_inner_right` passes from all inner products to the vector.

```lean
/-- An energy that is differentiable at a configuration and unchanged by rigid shifts of it has zero
total gradient there. -/
theorem totalGradient_eq_zero_of_invariant {F : Config N → ℝ} {r : Config N}
    (hF : DifferentiableAt ℝ F r) (hinv : ∀ a : Space, F (fun i => r i + a) = F r) :
    totalGradient F r = 0 := by
  refine ext_inner_right ℝ fun a => ?_
  have hr0 : (fun i => r i + (0 : ℝ) • a) = r := by funext i; simp
  have h := hasDerivAt_rigidShift (F := F) r a 0 (by rw [hr0]; exact hF)
  rw [hr0] at h
  have hc : HasDerivAt (fun s : ℝ => F (fun i => r i + s • a)) 0 0 := by
    simp only [hinv]
    exact hasDerivAt_const _ _
  rw [inner_zero_left]
  exact h.unique hc
```

## (d) Zero total force everywhere implies invariance

Let $F$ be differentiable everywhere, with $G_F=0$ everywhere. Show that
$$F(r+a)=F(r).$$

**Solution.** By (b), $f(s)=F(r+sa)$ has derivative zero at every $s$. It is therefore constant, and $f(1)=f(0)$ is the claim. Differentiability everywhere excludes the Coulomb repulsion, which is singular where two electrons meet. The later parts do not need this converse.

```lean
/-- Conversely, a differentiable energy whose total gradient vanishes everywhere is
unchanged by rigid shifts. -/
theorem invariant_of_totalGradient_eq_zero {F : Config N → ℝ} (hF : Differentiable ℝ F)
    (h0 : ∀ r, totalGradient F r = 0) (r : Config N) (a : Space) :
    F (fun i => r i + a) = F r := by
  have h : ∀ t : ℝ, HasDerivAt (fun s : ℝ => F (fun i => r i + s • a)) 0 t := by
    intro t
    have h := hasDerivAt_rigidShift (F := F) r a t (hF _)
    rw [h0, inner_zero_left] at h
    exact h
  have h10 := is_const_of_deriv_eq_zero (fun t => (h t).differentiableAt)
    (fun t => (h t).deriv) 1 0
  simpa using h10
```

## (e) The pair energy under a rigid shift

For any function $w$, show that
$$W(r+a)=W(r).$$

**Solution.** Each term depends only on $(r_i+a)-(r_j+a)=r_i-r_j$. The Lean proof is this cancellation.

```lean
/-- The pair energy is unchanged when all electrons are shifted by the same vector. -/
theorem pairEnergy_shift (w : ℝ → ℝ) (r : Config N) (a : Space) :
    pairEnergy w (fun i => r i + a) = pairEnergy w r := by
  simp only [pairEnergy, add_sub_add_right_eq_sub]
```

## (f) Differentiability away from coincidences

Let $w$ be differentiable on $(0,\infty)$, which means that the pair force is defined at every nonzero separation. Let the positions be pairwise distinct. Show that $W$ is differentiable at $r$.

**Solution.** For $i<j$ the difference $r_i-r_j$ is nonzero, and the norm is differentiable away from zero. The distance is positive, so $w$ is differentiable there. Each term is thus a composition of differentiable maps, and a finite sum of such terms is differentiable. Distinctness appears in Lean as `Function.Injective r`.

```lean
/-- For `w` differentiable on `(0, ∞)`, the pair energy is differentiable where no two electrons
coincide. -/
theorem differentiableAt_pairEnergy {w : ℝ → ℝ} (hw : DifferentiableOn ℝ w (Set.Ioi 0))
    {r : Config N} (hr : Function.Injective r) : DifferentiableAt ℝ (pairEnergy w) r := by
  change DifferentiableAt ℝ
    (fun q : Config N => ∑ i, ∑ j ∈ Finset.Ioi i, w ‖q i - q j‖) r
  refine DifferentiableAt.fun_sum fun i _ => DifferentiableAt.fun_sum fun j hj => ?_
  have hne : r i - r j ≠ 0 := sub_ne_zero.2 (hr.ne (Finset.mem_Ioi.1 hj).ne)
  have hpos : 0 < ‖r i - r j‖ := norm_pos_iff.2 hne
  have hd : DifferentiableAt ℝ (fun q : Config N => q i - q j) r := by fun_prop
  have hn : DifferentiableAt ℝ (fun q : Config N => ‖q i - q j‖) r := hd.norm ℝ hne
  have hwd : DifferentiableAt ℝ w ‖r i - r j‖ :=
    (hw _ hpos).differentiableAt (Ioi_mem_nhds hpos)
  exact DifferentiableAt.comp (g := w) (f := fun q : Config N => ‖q i - q j‖) r hwd hn
```

## (g) The pair forces sum to zero

Under the hypotheses of (f), show that
$$G_W(r)=0.$$

**Solution.** Part (f) gives differentiability and (e) gives invariance, so (c) applies. Term by term this is Newton's third law: with $d=\lVert r_i-r_j\rVert$, the pair $i<j$ contributes $w'(d)(r_i-r_j)/d$ to $\nabla_iW$ and the opposite vector to $\nabla_jW$.

```lean
/-- For `w` differentiable on `(0, ∞)`, the pair forces sum to zero where no two electrons coincide.
-/
theorem totalGradient_pairEnergy {w : ℝ → ℝ} (hw : DifferentiableOn ℝ w (Set.Ioi 0))
    {r : Config N} (hr : Function.Injective r) : totalGradient (pairEnergy w) r = 0 :=
  totalGradient_eq_zero_of_invariant (differentiableAt_pairEnergy hw hr)
    (pairEnergy_shift w r)
```

## (h) The derivative of the inverse distance

For $x\neq0$, show that
$$\frac{d}{ds}\frac1{\lVert x+sa\rVert}\Big|_{s=0}=-\frac{\langle x,a\rangle}{\lVert x\rVert^3}.$$

**Solution.** Expand
$$\lVert x+sa\rVert^2=\lVert x\rVert^2+2s\langle x,a\rangle+s^2\lVert a\rVert^2.$$
At $s=0$ its derivative is $2\langle x,a\rangle$ (`h2`). The square root then has derivative $2\langle x,a\rangle/(2\lVert x\rVert)=\langle x,a\rangle/\lVert x\rVert$ (`h3`). Inversion multiplies this by $-1/\lVert x\rVert^2$ (`h4`), which gives the result.

```lean
/-- The derivative of the inverse distance to the nucleus when an electron at `x ≠ 0` is
displaced along `a`. -/
theorem hasDerivAt_inv_norm {x : Space} (hx : x ≠ 0) (a : Space) :
    HasDerivAt (fun s : ℝ => ‖x + s • a‖⁻¹) (-(inner ℝ x a) / ‖x‖ ^ 3) 0 := by
  have hx' : ‖x‖ ≠ 0 := norm_ne_zero_iff.2 hx
  have h1 : HasDerivAt (fun s : ℝ => x + s • a) a 0 := by
    have h := ((hasDerivAt_id (0 : ℝ)).smul_const a).const_add x
    rw [one_smul] at h
    exact h
  have h2 : HasDerivAt (fun s : ℝ => ‖x + s • a‖ ^ 2) (2 * inner ℝ x a) 0 := by
    have h := h1.norm_sq
    simp only [zero_smul, add_zero] at h
    exact h
  -- the norm is the square root of its square
  have h3 : HasDerivAt (fun s : ℝ => ‖x + s • a‖) (inner ℝ x a / ‖x‖) 0 := by
    have h := h2.sqrt (by simpa using hx)
    simp only [Real.sqrt_sq (norm_nonneg _), zero_smul, add_zero] at h
    rw [mul_div_mul_left _ _ (two_ne_zero' ℝ)] at h
    exact h
  have h4 := h3.inv (by simpa using hx)
  refine HasDerivAt.congr_deriv h4 ?_
  simp only [zero_smul, add_zero]
  field_simp
```

## (i) The total gradient of the atomic potential

Let $w$ be differentiable on $(0,\infty)$ and let the positions be nonzero and pairwise distinct. Show that $V$ is differentiable at $r$ and that
$$\sum_i\nabla_iV(r)=Z\sum_i\frac{r_i}{\lVert r_i\rVert^3}.$$

**Solution.** Each $1/\lVert r_i\rVert$ is differentiable because $r_i\neq0$, and $W$ is differentiable by (f). Along a rigid shift $W$ stays constant by (e), so (h) gives
$$\frac{d}{ds}V(r+sa)\Big|_{s=0}=-Z\sum_i\left(-\frac{\langle r_i,a\rangle}{\lVert r_i\rVert^3}\right)=\langle A(r),a\rangle.$$
By (b) the same derivative is $\langle G_V(r),a\rangle$. Since $a$ is arbitrary, $G_V(r)=A(r)$. In the code `hs` is the displayed derivative, and `h.unique hs` compares it with the one from (b).

```lean
/-- For electrons at nonzero, pairwise distinct positions the potential is differentiable, and its
gradients sum to `Z ∑ r_i / ‖r_i‖³`, for every `w` differentiable on `(0, ∞)`. -/
theorem totalGradient_atomicPotential (Z : ℝ) {w : ℝ → ℝ}
    (hw : DifferentiableOn ℝ w (Set.Ioi 0)) {r : Config N} (h0 : ∀ i, r i ≠ 0)
    (hr : Function.Injective r) :
    DifferentiableAt ℝ (atomicPotential Z w) r ∧
      totalGradient (atomicPotential Z w) r = accelerationDipole Z r := by
  have hd : DifferentiableAt ℝ (atomicPotential Z w) r := by
    change DifferentiableAt ℝ
      (fun q : Config N => -Z * ∑ i, ‖q i‖⁻¹ + pairEnergy w q) r
    refine DifferentiableAt.fun_add (DifferentiableAt.const_mul
      (DifferentiableAt.fun_sum fun i _ => ?_) _) (differentiableAt_pairEnergy hw hr)
    have hp : DifferentiableAt ℝ (fun q : Config N => q i) r := by fun_prop
    exact (hp.norm ℝ (h0 i)).inv (norm_ne_zero_iff.2 (h0 i))
  refine ⟨hd, ext_inner_right ℝ fun a => ?_⟩
  have hr0 : (fun i => r i + (0 : ℝ) • a) = r := by funext i; simp
  have h := hasDerivAt_rigidShift (F := atomicPotential Z w) r a 0 (by rw [hr0]; exact hd)
  rw [hr0] at h
  -- under a rigid shift only the nuclear attraction changes
  have hs : HasDerivAt (fun s : ℝ => atomicPotential Z w (fun i => r i + s • a))
      (-Z * ∑ i, -(inner ℝ (r i) a) / ‖r i‖ ^ 3) 0 := by
    have h1 := ((HasDerivAt.fun_sum (u := Finset.univ)
      fun i _ => hasDerivAt_inv_norm (h0 i) a).const_mul (-Z)).add_const (pairEnergy w r)
    refine h1.congr_of_eventuallyEq (Filter.Eventually.of_forall fun s => ?_)
    simp only [atomicPotential, pairEnergy_shift]
  rw [h.unique hs]
  simp only [accelerationDipole, real_inner_smul_left, sum_inner, Finset.mul_sum]
  refine Finset.sum_congr rfl fun i _ => ?_
  ring
```

**A two-electron instance.** Take $Z=2$, $w(s)=1/s$, $r_0=(1,0,0)$ and $r_1=(0,2,0)$. The separation is $\sqrt5$, so the repulsion contributes $-(1,-2,0)/(5\sqrt5)\approx(-0.089,0.179,0)$ to $\nabla_0V$ and the opposite vector to $\nabla_1V$. The nuclear contributions are $(2,0,0)$ and $(0,\tfrac12,0)$. Hence
$$\nabla_0V\approx(1.911,0.179,0),\qquad\nabla_1V\approx(0.089,0.321,0),$$
and the sum is $(2,\tfrac12,0)=A(r)$. The repulsion changes each gradient but not their sum.

## (j) The commutator with the total momentum

Keep the hypotheses of (i), and let the complex wavefunction $\psi$ be differentiable at $r$. Show that
$$\bigl([P_a,V]\psi\bigr)(r)=-i\,\langle A(r),a\rangle\,\psi(r).$$

**Solution.** The product rule, `e` in the code, gives
$$D(V\psi)(a,\dots,a)=V\,D\psi(a,\dots,a)+DV(a,\dots,a)\,\psi.$$
Multiply by $-i$ and subtract $V P_a\psi$. What remains is $-i\,DV(r)(a,\dots,a)\,\psi(r)$, and by (a) and (i) the derivative in it is $\langle A(r),a\rangle$.

For a nonrelativistic atom with a fixed nucleus, the kinetic energy commutes with the total momentum, so the commutator of $P_a$ with the Hamiltonian reduces to the one above. The acceleration form of a dipole transition therefore uses a sum of one-electron operators, even when the wavefunctions are correlated. The identity proved here holds point by point: it involves no kinetic energy, operator domains or antisymmetry, and it does not compare the matrix elements of the length, velocity and acceleration forms.

```lean
/-- Let `w` be differentiable on `(0, ∞)`, the positions in `r` nonzero and pairwise distinct, and
`ψ` differentiable at `r`. At `r`, the commutator of the total momentum paired with `a` and the
potential multiplies `ψ` by `-i` times the inner product of the acceleration dipole with `a`. -/
theorem commutator_totalMomentum_potential (Z : ℝ) {w : ℝ → ℝ}
    (hw : DifferentiableOn ℝ w (Set.Ioi 0)) {r : Config N} (h0 : ∀ i, r i ≠ 0)
    (hr : Function.Injective r) {ψ : Config N → ℂ} (hψ : DifferentiableAt ℝ ψ r)
    (a : Space) :
    totalMomentum a (fun q => atomicPotential Z w q • ψ q) r
        - atomicPotential Z w r • totalMomentum a ψ r
      = -Complex.I * ((inner ℝ (accelerationDipole Z r) a : ℝ) : ℂ) * ψ r := by
  obtain ⟨hd, hg⟩ := totalGradient_atomicPotential Z hw h0 hr
  -- the product rule
  have e : fderiv ℝ (fun q => atomicPotential Z w q • ψ q) r (fun _ => a)
      = atomicPotential Z w r • fderiv ℝ ψ r (fun _ => a)
        + (fderiv ℝ (atomicPotential Z w) r (fun _ => a)) • ψ r := by
    have h := hd.hasFDerivAt.smul hψ.hasFDerivAt
    exact congrArg (fun L => L (fun _ => a)) h.fderiv
  rw [totalMomentum, totalMomentum, e, ← inner_totalGradient hd, hg]
  simp only [Complex.real_smul]
  ring

end

end AccelerationDipole
```

```lean
#print axioms AccelerationDipole.invariant_of_totalGradient_eq_zero
#print axioms AccelerationDipole.totalGradient_pairEnergy
#print axioms AccelerationDipole.commutator_totalMomentum_potential
```

```
'AccelerationDipole.invariant_of_totalGradient_eq_zero' depends on axioms: [propext, Classical.choice, Quot.sound]
'AccelerationDipole.totalGradient_pairEnergy' depends on axioms: [propext, Classical.choice, Quot.sound]
'AccelerationDipole.commutator_totalMomentum_potential' depends on axioms: [propext, Classical.choice, Quot.sound]
```
